# Which exchange energies fix the gradient parameter of a SCAN-type functional on a finite grid

The density is frozen here: a finite grid carries fixed positive weights, densities and reduced gradients, and the only quantity left to vary is the parameter in the gradient factor of the exchange functional. The exchange energy is taken in the form that SCAN gives for a spin-unpolarised single-orbital density. Matching a reference exchange energy then becomes one equation in one real unknown.

```lean
import Mathlib

open Filter Topology

noncomputable section

namespace ScanParameter

variable {ι : Type*} [Fintype ι]

/-- The SCAN-type gradient factor `1 - exp(-a/√s)` with parameter `a`, for reduced
gradients `s > 0`. -/
def damping (a s : ℝ) : ℝ := 1 - Real.exp (-a / √s)

/-- The quadrature sum of the gradient factor over grid points with weights `w i` and
reduced gradients `s i > 0`. -/
def dampedSum (w s : ι → ℝ) (a : ℝ) : ℝ := ∑ i, w i * damping a (s i)

/-- The LDA exchange energy per volume of a spin-unpolarised density `n ≥ 0`,
in atomic units. -/
def ldaExchange (n : ℝ) : ℝ :=
  -(3 / 4 * (3 / Real.pi) ^ (1 / 3 : ℝ) * n ^ (4 / 3 : ℝ))

/-- The exchange energy on a grid with volume weights `ω i`, densities `n i ≥ 0` and reduced
gradients `s i > 0`, when the enhancement factor is `h (1 - exp(-a/√s))`, the SCAN form for
single-orbital densities. -/
def orbitalExchange (h : ℝ) (ω n s : ι → ℝ) (a : ℝ) : ℝ :=
  ∑ i, ω i * ldaExchange (n i) * (h * damping a (s i))

/-- At a fixed reduced gradient `s > 0` the gradient factor increases strictly with the
parameter. -/
theorem damping_strictMono {s : ℝ} (hs : 0 < s) : StrictMono (fun a => damping a s) := by
  intro a b hab
  have h1 : -b / √s < -a / √s :=
    div_lt_div_of_pos_right (by linarith) (Real.sqrt_pos.2 hs)
  have h2 := Real.exp_lt_exp.2 h1
  simp only [damping]
  linarith

/-- For a positive parameter and a positive reduced gradient the gradient factor lies
strictly between 0 and 1. -/
theorem damping_bounds {a s : ℝ} (ha : 0 < a) (hs : 0 < s) :
    0 < damping a s ∧ damping a s < 1 := by
  have h0 : damping 0 s = 0 := by simp [damping]
  have h1 : damping 0 s < damping a s := damping_strictMono hs ha
  refine ⟨by linarith, ?_⟩
  have h2 := Real.exp_pos (-a / √s)
  unfold damping
  linarith

/-- For a positive parameter the gradient factor does not increase when a positive reduced
gradient grows. -/
theorem damping_antitone {a s t : ℝ} (ha : 0 < a) (hs : 0 < s) (hst : s ≤ t) :
    damping a t ≤ damping a s := by
  have h1 : a / √t ≤ a / √s :=
    div_le_div_of_nonneg_left ha.le (Real.sqrt_pos.2 hs) (Real.sqrt_le_sqrt hst)
  have h2 : Real.exp (-a / √s) ≤ Real.exp (-a / √t) :=
    Real.exp_le_exp.2 (by rw [neg_div, neg_div]; linarith)
  unfold damping
  linarith

/-- On a nonempty grid with positive weights and reduced gradients, the quadrature sum
increases strictly with the parameter. -/
theorem dampedSum_strictMono [Nonempty ι] {w s : ι → ℝ} (hw : ∀ i, 0 < w i)
    (hs : ∀ i, 0 < s i) : StrictMono (dampedSum w s) := by
  intro a b hab
  unfold dampedSum
  exact Finset.sum_lt_sum_of_nonempty Finset.univ_nonempty
    (fun i _ => mul_lt_mul_of_pos_left (damping_strictMono (hs i) hab) (hw i))

/-- For positive reduced gradients the quadrature sum tends to the total weight as the
parameter grows without bound. -/
theorem dampedSum_tendsto (w : ι → ℝ) {s : ι → ℝ} (hs : ∀ i, 0 < s i) :
    Tendsto (dampedSum w s) atTop (𝓝 (∑ i, w i)) := by
  have h : ∀ i, Tendsto (fun a => w i * damping a (s i)) atTop (𝓝 (w i)) := by
    intro i
    have h1 : Tendsto (fun a : ℝ => a / √(s i)) atTop atTop :=
      tendsto_id.atTop_div_const (Real.sqrt_pos.2 (hs i))
    have h2 := Real.tendsto_exp_neg_atTop_nhds_zero.comp h1
    have h3 := (h2.const_sub 1).const_mul (w i)
    simpa only [damping, neg_div, Function.comp_def, sub_zero, mul_one] using h3
  exact tendsto_finsetSum _ (fun i _ => h i)

/-- For positive weights and reduced gradients, exactly one positive parameter gives the
quadrature sum the value `c` if and only if `c` lies strictly between zero and the total
weight. -/
theorem existsUnique_parameter_iff {w s : ι → ℝ} (hw : ∀ i, 0 < w i)
    (hs : ∀ i, 0 < s i) (c : ℝ) :
    (∃! a, 0 < a ∧ dampedSum w s a = c) ↔ 0 < c ∧ c < ∑ i, w i := by
  rcases isEmpty_or_nonempty ι with hι | hι
  · -- on an empty grid every parameter or none solves the equation
    constructor
    · rintro ⟨a, ⟨ha, hac⟩, huniq⟩
      have h : a + 1 = a :=
        huniq (a + 1) ⟨by linarith, by rw [← hac]; simp [dampedSum]⟩
      linarith
    · rintro ⟨h0, h1⟩
      have h2 : ∑ i, w i = 0 := by simp
      linarith
  constructor
  · rintro ⟨a, ⟨ha, hac⟩, -⟩
    rw [← hac]
    unfold dampedSum
    exact ⟨Finset.sum_pos (fun i _ => mul_pos (hw i) (damping_bounds ha (hs i)).1)
        Finset.univ_nonempty,
      Finset.sum_lt_sum_of_nonempty Finset.univ_nonempty
        (fun i _ => mul_lt_of_lt_one_right (hw i) (damping_bounds ha (hs i)).2)⟩
  · rintro ⟨h0, h1⟩
    -- a large parameter overshoots c, the parameter zero undershoots it
    obtain ⟨b, hb, hb0⟩ := (((dampedSum_tendsto w hs).eventually (lt_mem_nhds h1)).and
      (eventually_gt_atTop 0)).exists
    have hz : dampedSum w s 0 = 0 := by simp [dampedSum, damping]
    have hcont : Continuous (fun a => dampedSum w s a) := by
      unfold dampedSum damping
      fun_prop
    obtain ⟨a, ha, hac⟩ := intermediate_value_Ioo hb0.le hcont.continuousOn
      (show c ∈ Set.Ioo (dampedSum w s 0) (dampedSum w s b) from ⟨by rw [hz]; exact h0, hb⟩)
    exact ⟨a, ⟨ha.1, hac⟩,
      fun y hy => (dampedSum_strictMono hw hs).injective (hy.2.trans hac.symm)⟩

/-- For positive `h`, volume weights, densities and reduced gradients, a reference exchange
energy `E` is reproduced by exactly one positive parameter if and only if `E` is negative and
lies above `h` times the LDA exchange energy. -/
theorem existsUnique_parameter_of_exchange {h : ℝ} (hh : 0 < h) {ω n s : ι → ℝ}
    (hω : ∀ i, 0 < ω i) (hn : ∀ i, 0 < n i) (hs : ∀ i, 0 < s i) (E : ℝ) :
    (∃! a, 0 < a ∧ orbitalExchange h ω n s a = E) ↔
      h * ∑ i, ω i * ldaExchange (n i) < E ∧ E < 0 := by
  -- absorb the LDA energy density into positive effective weights
  obtain ⟨w, hw⟩ : ∃ w : ι → ℝ, ∀ i, w i = ω i * (-ldaExchange (n i)) * h :=
    ⟨_, fun _ => rfl⟩
  have hpos : ∀ i, 0 < w i := by
    intro i
    have hni := hn i
    have hx : 0 < -ldaExchange (n i) := by
      unfold ldaExchange
      rw [neg_neg]
      positivity
    rw [hw]
    exact mul_pos (mul_pos (hω i) hx) hh
  have key : ∀ a, orbitalExchange h ω n s a = -dampedSum w s a := by
    intro a
    unfold orbitalExchange dampedSum
    rw [← Finset.sum_neg_distrib]
    refine Finset.sum_congr rfl (fun i _ => ?_)
    rw [hw]
    ring
  have hsum : ∑ i, w i = -(h * ∑ i, ω i * ldaExchange (n i)) := by
    rw [Finset.mul_sum, ← Finset.sum_neg_distrib]
    refine Finset.sum_congr rfl (fun i _ => ?_)
    rw [hw]
    ring
  have main := existsUnique_parameter_iff hpos hs (-E)
  rw [hsum] at main
  simp only [key, neg_eq_iff_eq_neg]
  rw [main]
  constructor <;> rintro ⟨h1, h2⟩ <;> constructor <;> linarith

/-- On a nonempty grid with positive weights and all reduced gradients between `m > 0` and
`M`, a positive parameter that gives the quadrature sum the value `c` lies between
`-√m ln(1 - c/W)` and `-√M ln(1 - c/W)`, where `W` is the total weight. -/
theorem parameter_bracket [Nonempty ι] {w s : ι → ℝ} {m M a c : ℝ} (hw : ∀ i, 0 < w i)
    (hm : 0 < m) (hms : ∀ i, m ≤ s i) (hsM : ∀ i, s i ≤ M) (ha : 0 < a)
    (hac : dampedSum w s a = c) :
    √m * -Real.log (1 - c / ∑ i, w i) ≤ a ∧
      a ≤ √M * -Real.log (1 - c / ∑ i, w i) := by
  have hW : 0 < ∑ i, w i := Finset.sum_pos (fun i _ => hw i) Finset.univ_nonempty
  have hM : 0 < M := by
    obtain ⟨i⟩ := ‹Nonempty ι›
    linarith [hms i, hsM i]
  -- compare the average gradient factor with its values at the extreme gradients
  have hup : c / ∑ i, w i ≤ damping a m := by
    rw [div_le_iff₀ hW, ← hac, mul_comm, Finset.sum_mul]
    exact Finset.sum_le_sum (fun i _ =>
      mul_le_mul_of_nonneg_left (damping_antitone ha hm (hms i)) (hw i).le)
  have hlow : damping a M ≤ c / ∑ i, w i := by
    rw [le_div_iff₀ hW, ← hac, mul_comm, Finset.sum_mul]
    exact Finset.sum_le_sum (fun i _ => mul_le_mul_of_nonneg_left
      (damping_antitone ha (lt_of_lt_of_le hm (hms i)) (hsM i)) (hw i).le)
  unfold damping at hup hlow
  have h1 : Real.exp (-a / √m) ≤ 1 - c / ∑ i, w i := by linarith
  have h2 : 1 - c / ∑ i, w i ≤ Real.exp (-a / √M) := by linarith
  -- take logarithms and solve for the parameter
  have h3 := Real.log_le_log (Real.exp_pos _) h1
  have h4 := Real.log_le_log (lt_of_lt_of_le (Real.exp_pos _) h1) h2
  rw [Real.log_exp, div_le_iff₀ (Real.sqrt_pos.2 hm)] at h3
  rw [Real.log_exp, le_div_iff₀ (Real.sqrt_pos.2 hM)] at h4
  constructor <;> linarith

end ScanParameter
```

```lean
#print axioms ScanParameter.existsUnique_parameter_of_exchange
-- 'ScanParameter.existsUnique_parameter_of_exchange' depends on axioms: [propext, Classical.choice, Quot.sound]
#print axioms ScanParameter.parameter_bracket
-- 'ScanParameter.parameter_bracket' depends on axioms: [propext, Classical.choice, Quot.sound]
```

## One equation for one parameter

Let \(i\) run over the grid points, let \(s_i>0\) be the reduced density gradient at point \(i\), and let \(a\) be the parameter. The gradient factor, called `damping` in the file, is

\[
g(a,s)=1-e^{-a/\sqrt{s}} .
\]

With weights \(w_i>0\), the quadrature sum `dampedSum` and the total weight are

\[
S(a)=\sum_i w_i\,g(a,s_i),\qquad W=\sum_i w_i .
\]

The theorem `existsUnique_parameter_iff` says that exactly one \(a>0\) satisfies \(S(a)=c\) if and only if \(0<c<W\). In Lean the left side reads `∃! a, 0 < a ∧ dampedSum w s a = c`, so positivity is part of what the unique number must satisfy. The grid is a finite type `ι`, and the weights and gradients are functions from `ι` to the real numbers.

The energy version is `existsUnique_parameter_of_exchange`. Let \(\omega_i>0\) be volume weights and \(n_i>0\) the densities at the grid points. The LDA exchange energy per volume of a spin-unpolarised density \(n\), in atomic units, is

\[
e(n)=-\frac34\left(\frac3\pi\right)^{1/3}n^{4/3},
\]

and the model energy `orbitalExchange` is

\[
E_x(a)=\sum_i \omega_i\,e(n_i)\,h\,g(a,s_i),\qquad h>0 .
\]

This is the form that SCAN exchange takes for a spin-unpolarised single-orbital density, that is, for two electrons of opposite spin in one orbital. The constant \(h\) is the enhancement over LDA that such a density would have in the limit of vanishing reduced gradient, where \(g\) tends to 1 for positive \(a\). The theorem accepts any positive value of \(h\). With \(E_{\mathrm{LDA}}=\sum_i\omega_i e(n_i)\), it states that a reference energy \(E\) is reproduced by exactly one \(a>0\) if and only if

\[
h\,E_{\mathrm{LDA}}<E<0 .
\]

For constraint-based functional construction, this tells us when a single reference energy can set the gradient parameter, within a one-parameter model evaluated on a fixed spin-unpolarised single-orbital density. If the grid is nonempty and the reference energy lies at or below \(h\,E_{\mathrm{LDA}}\), no positive \(a\) will reproduce it, and some other ingredient of the model has to change.

## What the hypotheses admit

In a calculation, \(s_i\) is the value at point \(i\) of \(s=|\nabla n|/\bigl(2(3\pi^2)^{1/3}n^{4/3}\bigr)\), computed from the density and its gradient. The file imposes no such relation: \(n_i\) and \(s_i\) are independent positive numbers, so the values obtained from an actual density are included whenever they are all positive.

Positivity of the weights is a real restriction, since some quadrature rules have negative ones. Positivity of the reduced gradients leaves out points where the density gradient vanishes. At such a point Lean's convention for division by zero would make the factor 0, whereas the limit \(s\to0\) at fixed \(a>0\) is 1.

The model contains neither the interpolation by which SCAN treats densities built from several orbitals, nor correlation, nor a density that responds self-consistently to \(a\). It also concerns the finite sum itself and not the error of that sum as an approximation to an integral.

A fully spin-polarised one-electron density \(n\), such as that of the hydrogen atom, has to be brought to the unpolarised form first. By the exact spin scaling of exchange, its exchange energy is half that of the unpolarised density \(2n\). The theorem is then applied to the density \(2n\), with the reduced gradients of \(2n\) and twice the reference energy.

## Monotonicity and the two end values

Fix \(s>0\). If \(a<b\), then \(-b/\sqrt s<-a/\sqrt s\). The exponential preserves this order, and subtracting from 1 reverses it, so \(g(a,s)<g(b,s)\). This is `damping_strictMono`.

Since \(g(0,s)=0\), strict increase gives \(g(a,s)>0\) for \(a>0\). The exponential is positive, so also \(g(a,s)<1\). The lemma `damping_bounds` records both inequalities.

On a nonempty grid, multiplying by \(w_i>0\) and summing keeps the inequalities strict. Hence \(S\) is strictly increasing, which is `dampedSum_strictMono`, and

\[
0<S(a)<W\qquad\text{for } a>0 .
\]

This proves one direction: if some positive \(a\) solves \(S(a)=c\), then \(0<c<W\). In Lean, the proof replaces \(c\) by the sum and compares it term by term with zero and with the weights.

For the other direction, suppose \(0<c<W\). As \(a\to\infty\), each exponential \(e^{-a/\sqrt{s_i}}\) tends to zero. The sum is finite, so

\[
S(a)\longrightarrow W .
\]

The lemma `dampedSum_tendsto` proves this limit. Because \(c<W\), there is some \(b>0\) with \(S(b)>c\), while \(S(0)=0<c\). The function \(S\) is continuous, so the intermediate value theorem supplies an \(a\) with \(0<a<b\) and \(S(a)=c\). Two different solutions would contradict strict increase.

The Lean proof takes the same route. It combines the two conditions "the sum exceeds \(c\)" and "the parameter is positive", both true for all sufficiently large parameters, to obtain \(b\). The tactic `fun_prop` establishes continuity, `intermediate_value_Ioo` yields the solution inside the open interval, and injectivity of the strictly increasing sum gives uniqueness.

## From the sum to the exchange energy

The LDA energy density is negative, so the weights that turn the energy equation into the previous one need a minus sign:

\[
w_i=-\omega_i\,e(n_i)\,h>0 .
\]

With this choice,

\[
E_x(a)=-\sum_i w_i\,g(a,s_i)=-S(a),\qquad W=-h\,E_{\mathrm{LDA}} .
\]

The equation \(E_x(a)=E\) is therefore \(S(a)=-E\), and it has exactly one positive solution if and only if

\[
0<-E<-h\,E_{\mathrm{LDA}} .
\]

Changing signs gives the stated energy window. On a nonempty grid, raising \(a\) makes the exchange energy more negative, from zero at \(a=0\) towards \(h\,E_{\mathrm{LDA}}\) for large \(a\).

In the Lean proof, `hpos` shows that the effective weights are positive, `key` is the identity \(E_x(a)=-S(a)\), and `hsum` evaluates the total weight. The main theorem is then applied with \(-E\) in place of \(c\), and `linarith` rearranges the inequalities.

## An interval that contains the solution

Suppose the grid is nonempty and all reduced gradients satisfy \(m\le s_i\le M\) with \(m>0\). For \(a>0\) and \(0<s\le t\), we have \(a/\sqrt t\le a/\sqrt s\), and hence \(g(a,t)\le g(a,s)\). This is `damping_antitone`: a larger reduced gradient never increases the factor.

If \(S(a)=c\), then \(c/W\) is the weighted average of the gradient factors, so it lies between their values at the extreme gradients:

\[
g(a,M)\le\frac cW\le g(a,m).
\]

Subtracting from 1 gives

\[
e^{-a/\sqrt m}\le 1-\frac cW\le e^{-a/\sqrt M}.
\]

All three quantities are positive, so logarithms may be taken:

\[
-\frac{a}{\sqrt m}\le\ln\left(1-\frac cW\right)\le-\frac{a}{\sqrt M}.
\]

Solving each inequality for \(a\) yields

\[
-\sqrt m\,\ln\left(1-\frac cW\right)\le a\le-\sqrt M\,\ln\left(1-\frac cW\right).
\]

This is `parameter_bracket`. It takes a positive solution as given and locates it; existence comes from the earlier theorem. In the Lean proof, `hup` and `hlow` are the two comparisons with the average, and `h3` and `h4` are the inequalities after taking logarithms. For the energy problem, \(c/W=E/(h\,E_{\mathrm{LDA}})\), so the two ends can be computed from the reference energy, the LDA energy and the extreme reduced gradients. They can serve as the starting interval for bisection. The upper end may lie far above the solution, because the reduced gradient becomes very large where the density decays exponentially, and a few such grid points set \(M\) even if they contribute almost nothing to the energy.

## One grid point, and none

With a single grid point of weight \(w\) and reduced gradient \(s\), the equation can be solved explicitly. For \(0<c<w\),

\[
w\left(1-e^{-a/\sqrt s}\right)=c
\quad\Longrightarrow\quad
a=-\sqrt s\,\ln\left(1-\frac cw\right).
\]

Here \(m=M=s\) is allowed, and the two ends of the interval coincide with this value. The formula also shows the behaviour at the edges of the window: \(a\) tends to zero as \(c\to0\) and grows without bound as \(c\to w\). A reference energy very close to \(h\,E_{\mathrm{LDA}}\) therefore calls for a very large parameter.

On an empty grid the sum is zero for every \(a\). If \(c=0\), every positive \(a\) is a solution, so there is no unique one; if \(c\ne0\), there is no solution at all. The condition \(0<c<W\) fails too, because \(W=0\). The equivalence therefore holds without assuming that the grid has any points, and the Lean proof treats this case first. To exclude uniqueness, it observes that if \(a\) were the only solution, then \(a+1\), which is also a solution, would have to equal \(a\).
